# The density error per spin at distance b from the removed site of a cut non-interacting hopping chain is at most 1/(2πb)

Some fragment methods for large systems compute the electron density piece by piece with the help of buffers. In a simple version, each piece is cut out of its surroundings, its orbitals are found, and the density is kept only in a core region that is separated from the cut by a buffer. The cut reflects the electrons, and the reflected waves interfere with the incoming ones, so the density near the new end generally differs from that of the uncut system. How far from the cut must a site lie before this no longer matters?

For a one-band chain of non-interacting electrons with a single cut the question has an exact answer. Take sites a unit distance apart, with one orthonormal orbital per site and hopping amplitude $t$ between nearest neighbours. Remove site $0$ and keep the sites $b = 1, 2, 3, \dots$ to its right. Fill the states up to the same Fermi momentum $k_F$ as in the infinite chain. Per spin channel, the density at site $b$ is then

$$n_b = \frac{k_F}{\pi} - \frac{\sin(2k_F b)}{2\pi b}.$$

The first term is the density of the infinite chain. The second is the error made by cutting. Its size is at most $1/(2\pi b)$, and it reaches this value exactly when $\cos(2k_F b) = 0$.

## Standing waves and their mirror images

The orbitals of the cut chain are standing waves with amplitude $\sin(kb)$ at site $b$, where $0 < k < \pi$. They vanish at the removed site. At any remaining site $b+1$, with $b \ge 0$, the addition formulas give

$$\sin(k(b+2)) + \sin(kb) = 2\cos k\,\sin(k(b+1)).$$

Multiplying by $-t$ shows that the wave solves the hopping equation with energy $-2t\cos k$. At site $1$ the equation contains the amplitude at site $0$, which is zero, so the missing neighbour makes no difference. For $t > 0$ the energy rises with $k$ on $(0,\pi)$, and the occupied states are those with $k \le k_F$.

The one-particle density matrix of the cut chain is the sum over occupied standing waves,

$$\rho_{ab} = \frac{2}{\pi}\int_0^{k_F} \sin(ka)\sin(kb)\,dk ,$$

and the density is its diagonal, $n_b = \rho_{bb}$. The factor $2/\pi$ normalises the waves: a full band, $k_F = \pi$, then holds one electron per site and spin. In the infinite chain, plane waves with $|k| \le k_F$ are filled, and the density matrix depends only on the separation $m$ of the two sites:

$$\rho^\infty_m = \frac{1}{2\pi}\int_{-k_F}^{k_F} e^{ikm}\,dk = \frac{1}{\pi}\int_0^{k_F}\cos(km)\,dk .$$

For $m = 0$ the integrand is $1$ and $\rho^\infty_0 = k_F/\pi$. For $m \ne 0$ the antiderivative $\sin(km)/m$ gives

$$\rho^\infty_m = \frac{\sin(k_F m)}{\pi m}.$$

The two density matrices are linked by the product formula

$$\sin(ka)\sin(kb) = \tfrac12\left[\cos(k(a-b)) - \cos(k(a+b))\right].$$

Integrating it and multiplying by $2/\pi$ yields

$$\rho_{ab} = \rho^\infty_{a-b} - \rho^\infty_{a+b}.$$

This is an image rule, as in electrostatics. The mirror image of site $b$ in the removed site is $-b$, and its distance from $a$ is $a+b$. The cut subtracts the infinite-chain function evaluated at that distance.

Setting $a = b$ with $b \ge 1$ gives

$$n_b = \rho^\infty_0 - \rho^\infty_{2b} = \frac{k_F}{\pi} - \frac{\sin(2k_F b)}{2\pi b},$$

and therefore

$$\left|n_b - \frac{k_F}{\pi}\right| = \frac{|\sin(2k_F b)|}{2\pi b} \le \frac{1}{2\pi b}.$$

Equality requires $|\sin(2k_F b)| = 1$. Because $\sin^2 + \cos^2 = 1$, this is the same as $\cos(2k_F b) = 0$.

## From the end site to the buffer length

The site next to the cut has $b = 1$ and density $k_F/\pi - \sin(2k_F)/(2\pi)$. For $k_F = \pi/4$ this is $1/4 - 1/(2\pi) \approx 0.091$, little more than a third of the infinite-chain value $0.25$. The error equals the bound $1/(2\pi b)$ here, and for this $k_F$ it does so again at every odd $b$, since $2k_F b = b\pi/2$ is then an odd multiple of $\pi/2$.

At half filling, $k_F = \pi/2$, the sine is $\sin(\pi b) = 0$ and every site has density exactly $1/2$, including the end site. The density then shows no trace of the cut, but the density matrix does. The image rule applied to neighbouring sites $b$ and $b+1$ gives the bond element

$$\rho_{b,b+1} = \frac{\sin k_F}{\pi} - \frac{\sin(k_F(2b+1))}{\pi(2b+1)} .$$

At half filling its error has the size $1/(\pi(2b+1))$ on every bond. An undisturbed density is thus no evidence that the bond energies have converged.

For a tolerance $\varepsilon > 0$, the bound guarantees an error of at most $\varepsilon$ once $b \ge 1/(2\pi\varepsilon)$. A tolerance of $0.01$ electrons per site and spin is met from $b = 16$ on. In this non-interacting, gapless chain with one cut and at zero temperature, ten times the accuracy calls for about ten times the buffer in the worst case. This rate belongs to the model: in other dimensions, at finite temperature or with a band gap the error can decay differently.

## The model in Lean

```lean
import Mathlib

open scoped Real

namespace CutChainDensity

noncomputable section
```

The wave is a function of a real momentum `k` and a natural number `b`, the distance from the removed site.

```lean
/-- The standing wave `sin (k b)` on a chain whose site `0` has been removed. -/
def standingWave (k : ℝ) (b : ℕ) : ℝ := Real.sin (k * b)
```

The two density matrices are defined directly as integrals over occupied momenta. In `bulkDM` the separation `m` is an integer, so that it may be negative. In `cutDM` the sites `a` and `b` are natural numbers.

```lean
/-- Density matrix of the infinite chain between two sites a distance `m` apart,
with all plane waves up to the Fermi momentum `kF` filled (one spin channel). -/
def bulkDM (kF : ℝ) (m : ℤ) : ℝ :=
  (1 / π) * ∫ k in (0 : ℝ)..kF, Real.cos (k * m)

/-- Density matrix of the semi-infinite chain between sites `a` and `b`,
with all standing waves up to the Fermi momentum `kF` filled (one spin channel). -/
def cutDM (kF : ℝ) (a b : ℕ) : ℝ :=
  (2 / π) * ∫ k in (0 : ℝ)..kF, standingWave k a * standingWave k b

/-- Density of the semi-infinite chain at distance `b` from the cut. -/
def cutDensity (kF : ℝ) (b : ℕ) : ℝ := cutDM kF b b
```

These definitions carry the physical assumptions. There is one spin channel, zero temperature, no interaction and no relaxation of the potential near the cut, and both chains are filled to the same `kF`. The last condition stands for a fragment in equilibrium with its surroundings at a common chemical potential. The chain has one end only, whereas a fragment of finite length has two and a discrete set of momenta. The prefactors and the filling rule are part of the definitions; they are not derived from a Hamiltonian on an infinite lattice.

The theorems place no restriction on `kF`. The physical range is $0 \le k_F \le \pi$, from the empty to the full band, but the integrals and their values make sense for every real number.

## The waves solve the hopping equation

The first theorem justifies the choice of orbitals. It states that the wave vanishes at site $0$ and satisfies the hopping equation centred on site `b + 1` for every natural `b`, which covers all the remaining sites.

```lean
/-- The standing wave vanishes at the removed site and solves the nearest-neighbour
hopping equation with energy `-2 t cos k` on all remaining sites. -/
theorem standingWave_eigen (t k : ℝ) :
    standingWave k 0 = 0 ∧ ∀ b : ℕ,
      -t * (standingWave k (b + 2) + standingWave k b)
        = (-2 * t * Real.cos k) * standingWave k (b + 1) := by
  refine ⟨by simp [standingWave], fun b => ?_⟩
  simp only [standingWave]
  push_cast
  -- both neighbours are expanded around the central site
  have h1 : k * ((b : ℝ) + 2) = k * ((b : ℝ) + 1) + k := by ring
  have h2 : k * (b : ℝ) = k * ((b : ℝ) + 1) - k := by ring
  rw [h1, h2, Real.sin_add, Real.sin_sub]
  ring
```

The equations `h1` and `h2` write the positions of the two neighbours as the central position plus or minus one step. After the addition formulas for the sine, the terms with $\sin k$ cancel, and `ring` confirms what is left.

## The infinite chain

At zero separation the integrand is the constant $1$, and simplification evaluates the integral.

```lean
/-- The density of the infinite chain is `kF / π`. -/
theorem bulkDM_zero (kF : ℝ) : bulkDM kF 0 = kF / π := by
  simp [bulkDM]
  ring
```

For any other separation, the proof is the antiderivative argument given above.

```lean
/-- At separation `m ≠ 0` the density matrix of the infinite chain is
`sin (kF m) / (π m)`. -/
theorem bulkDM_of_ne (kF : ℝ) {m : ℤ} (hm : m ≠ 0) :
    bulkDM kF m = Real.sin (kF * m) / (π * m) := by
  have hc : (m : ℝ) ≠ 0 := Int.cast_ne_zero.mpr hm
  have hd : ∀ k ∈ Set.uIcc (0 : ℝ) kF,
      HasDerivAt (fun k : ℝ => Real.sin (k * m) / m) (Real.cos (k * m)) k := by
    intro k _
    have h1 := (((hasDerivAt_id' k).mul_const (m : ℝ)).sin).div_const (m : ℝ)
    exact h1.congr_deriv (by field_simp)
  have hi : IntervalIntegrable (fun k : ℝ => Real.cos (k * m))
      MeasureTheory.volume 0 kF :=
    Continuous.intervalIntegrable (by fun_prop) _ _
  unfold bulkDM
  rw [intervalIntegral.integral_eq_sub_of_hasDerivAt hd hi, zero_mul, Real.sin_zero,
    zero_div, sub_zero, div_mul_div_comm, one_mul]
```

Here `hd` states that $\sin(km)/m$ has derivative $\cos(km)$, which uses $m \ne 0$, and `hi` supplies the integrability of the cosine. The fundamental theorem of calculus then gives the difference of the endpoint values, and the value at $k = 0$ vanishes.

## The image rule

The next theorem holds for all pairs of sites. Its separations are formed in the integers: `(a : ℤ) - b` is a true difference, while subtraction of natural numbers would stop at zero.

```lean
/-- Image rule: the density matrix of the cut chain is that of the infinite chain
minus the same function taken between one site and the mirror image of the other. -/
theorem cutDM_eq_image (kF : ℝ) (a b : ℕ) :
    cutDM kF a b = bulkDM kF ((a : ℤ) - b) - bulkDM kF ((a : ℤ) + b) := by
  have hc : ∀ c : ℝ, IntervalIntegrable (fun k : ℝ => Real.cos (k * c))
      MeasureTheory.volume 0 kF :=
    fun c => Continuous.intervalIntegrable (by fun_prop) _ _
  -- the product of two sines splits into a direct and an image term
  have h : ∫ k in (0 : ℝ)..kF, Real.sin (k * a) * Real.sin (k * b)
      = ((∫ k in (0 : ℝ)..kF, Real.cos (k * ((a : ℝ) - b)))
        - ∫ k in (0 : ℝ)..kF, Real.cos (k * ((a : ℝ) + b))) / 2 := by
    rw [← intervalIntegral.integral_sub (hc ((a : ℝ) - b)) (hc ((a : ℝ) + b)),
      ← intervalIntegral.integral_div]
    apply intervalIntegral.integral_congr
    intro k _
    dsimp only
    rw [mul_sub, mul_add, Real.cos_sub, Real.cos_add]
    ring
  simp only [cutDM, bulkDM, standingWave]
  push_cast
  rw [h]
  ring
```

The intermediate statement `h` is the integrated product formula. Its proof first merges the right-hand side into a single integral and then compares the integrands at each `k`, where expanding $\cos(ka - kb)$ and $\cos(ka + kb)$ reduces the claim to algebra. The last `ring` combines the factor $1/2$ with $2/\pi$ to give the $1/\pi$ of `bulkDM`.

## The density and its error

Setting both sites equal to `b` now gives the closed formula.

```lean
/-- At distance `b ≥ 1` from the cut the density is
`kF / π - sin (2 kF b) / (2 π b)`. -/
theorem cutDensity_eq (kF : ℝ) {b : ℕ} (hb : 1 ≤ b) :
    cutDensity kF b = kF / π - Real.sin (2 * kF * b) / (2 * π * b) := by
  have hne : (b : ℤ) + b ≠ 0 := by omega
  rw [cutDensity, cutDM_eq_image, sub_self, bulkDM_zero, bulkDM_of_ne kF hne]
  push_cast
  rw [show kF * ((b : ℝ) + b) = 2 * kF * b by ring,
    show π * ((b : ℝ) + b) = 2 * π * b by ring]
```

The proof follows the derivation by hand: the direct term has separation $0$, the image term has separation $b + b \ne 0$, and each is replaced by its known value. The hypothesis `1 ≤ b` excludes the removed site, where the density is $0$ and the formula would divide by zero.

The error theorem has two parts, the bound and the exact condition for equality.

```lean
/-- At distance `b ≥ 1` from the removed site, the density differs from `kF / π` by at most `1 / (2
π b)`, and the difference has this size exactly when `cos (2 kF b) = 0`. -/
theorem cutDensity_error (kF : ℝ) {b : ℕ} (hb : 1 ≤ b) :
    |cutDensity kF b - kF / π| ≤ 1 / (2 * π * b) ∧
      (|cutDensity kF b - kF / π| = 1 / (2 * π * b) ↔ Real.cos (2 * kF * b) = 0) := by
  have hb0 : (0 : ℝ) < b := by exact_mod_cast hb
  have hD : 0 < 2 * π * (b : ℝ) := by positivity
  have herr : |cutDensity kF b - kF / π| = |Real.sin (2 * kF * b)| / (2 * π * b) := by
    rw [cutDensity_eq kF hb, sub_sub_cancel_left, abs_neg, abs_div, abs_of_pos hD]
  have hsc := Real.sin_sq_add_cos_sq (2 * kF * b)
  rw [herr]
  refine ⟨?_, ?_⟩
  · gcongr
    exact Real.abs_sin_le_one _
  · rw [div_left_inj' hD.ne']
    constructor
    · intro h
      have hs : Real.sin (2 * kF * b) ^ 2 = 1 := by rw [← sq_abs, h, one_pow]
      exact (pow_eq_zero_iff two_ne_zero).1 (by linarith)
    · intro h
      rw [h] at hsc
      exact (sq_eq_sq₀ (abs_nonneg _) zero_le_one).1 (by rw [sq_abs]; linarith)
```

The equation `herr` gives the exact size of the error, $|\sin(2k_F b)|/(2\pi b)$. The bound follows from $|\sin| \le 1$. For the equality condition, the common positive denominator is cancelled, which leaves $|\sin(2k_F b)| = 1$. The identity $\sin^2 + \cos^2 = 1$ then carries the proof in both directions: one way it forces the squared cosine to vanish, and the other way it makes the squared sine equal to $1$.

## Two fillings and a sufficient buffer

For $k_F = \pi/4$ the equality condition is met at all odd distances.

```lean
/-- For `kF = π / 4` the error equals `1 / (2 π b)` at every odd distance `b`. -/
theorem cutDensity_error_quarter {b : ℕ} (hb : Odd b) :
    |cutDensity (π / 4) b - (π / 4) / π| = 1 / (2 * π * b) := by
  obtain ⟨m, rfl⟩ := hb
  refine (cutDensity_error (π / 4) (by omega)).2.2 ?_
  have h : 2 * (π / 4) * ((2 * m + 1 : ℕ) : ℝ) = (m : ℝ) * π + π / 2 := by
    push_cast
    ring
  rw [h, Real.cos_add_pi_div_two, Real.sin_nat_mul_pi, neg_zero]
```

An odd `b` is written as $2m + 1$, so the argument of the cosine becomes $m\pi + \pi/2$. The cosine there is $-\sin(m\pi) = 0$, and the equality condition of `cutDensity_error` delivers the result. At any other distance $b \ge 1$ the bound is reached too, for instance with $k_F = \pi/(4b)$, where $2k_F b = \pi/2$. So at no distance can $1/(2\pi b)$ be replaced by a smaller bound that serves all Fermi momenta.

At half filling the oscillating term vanishes instead, because its argument is a multiple of $\pi$.

```lean
/-- At half filling, `kF = π / 2`, every site of the cut chain has density `1 / 2`. -/
theorem cutDensity_half_filling {b : ℕ} (hb : 1 ≤ b) :
    cutDensity (π / 2) b = 1 / 2 := by
  have h : 2 * (π / 2) * (b : ℝ) = (b : ℝ) * π := by ring
  rw [cutDensity_eq _ hb, h, Real.sin_nat_mul_pi, zero_div, sub_zero]
  have hpi := Real.pi_ne_zero
  field_simp
```

The last theorem turns the bound into a rule for the buffer.

```lean
/-- If the distance `b` of a site from the removed site is at least `1 / (2 π ε)`, with `ε > 0`,
then the density at that site differs from `kF / π` by at most `ε`. -/
theorem buffer_sufficient (kF : ℝ) {ε : ℝ} (hε : 0 < ε) {b : ℕ}
    (h : 1 / (2 * π * ε) ≤ b) : |cutDensity kF b - kF / π| ≤ ε := by
  have hE : 0 < 2 * π * ε := by positivity
  have hb0 : (0 : ℝ) < b := lt_of_lt_of_le (by positivity) h
  have hb : 1 ≤ b := by exact_mod_cast hb0
  have hD : 0 < 2 * π * (b : ℝ) := by positivity
  refine (cutDensity_error kF hb).1.trans ?_
  rw [div_le_iff₀ hE] at h
  rw [div_le_iff₀ hD]
  linarith

end

end CutChainDensity
```

The hypothesis `h` says that the distance is at least $1/(2\pi\varepsilon)$. Since this number is positive, `b` is at least $1$ and the error bound applies. What remains is to pass from $1/(2\pi\varepsilon) \le b$ to $1/(2\pi b) \le \varepsilon$, and both say that $1 \le 2\pi\varepsilon b$. Counted in retained sites between site `b` and the removed site, of which there are $b - 1$, the condition asks for at least $1/(2\pi\varepsilon) - 1$. The condition is sufficient for every filling but not always necessary, as half filling shows.

```lean
#print axioms CutChainDensity.cutDensity_error
#print axioms CutChainDensity.cutDensity_error_quarter
#print axioms CutChainDensity.cutDensity_half_filling
#print axioms CutChainDensity.buffer_sufficient
```

```
'CutChainDensity.cutDensity_error' depends on axioms: [propext, Classical.choice, Quot.sound]
'CutChainDensity.cutDensity_error_quarter' depends on axioms: [propext, Classical.choice, Quot.sound]
'CutChainDensity.cutDensity_half_filling' depends on axioms: [propext, Classical.choice, Quot.sound]
'CutChainDensity.buffer_sufficient' depends on axioms: [propext, Classical.choice, Quot.sound]
```
